# Among Gaussians exp(−a x²), the quartic oscillator p²/2 + x⁴ has least energy (3/4)^(4/3), in units with ħ = 1

To approximate the ground state of a quartic well by a single Gaussian, one has to choose its exponent. The variational choice is to write the energy as a function of the exponent and take the minimum. For a particle in one dimension with Hamiltonian

H = p²/2 + g x⁴,  ħ = m = 1,

and trial function ψ(x) = exp(−a x²), a > 0, both the energy and its minimum have closed forms. The coupling g > 0 sets the strength of the confining potential; the title is the case g = 1.

```lean
import Mathlib

open MeasureTheory

namespace QuarticOscillatorGaussian

noncomputable section
```

## Hamiltonian, trial function and energy

In the position representation p² = −d²/dx², so on a real wave function

(Hψ)(x) = −½ ψ″(x) + g x⁴ ψ(x).

The Lean definition takes the coupling `g`, a function `ψ : ℝ → ℝ` and a point `x`, and applies Lean's `deriv` twice, which gives the actual second derivative when ψ is twice differentiable. It is a pointwise differential expression; no operator domain or self-adjointness is involved.

```lean
/-- The Hamiltonian `p²/2 + g x⁴` in units with `ħ = m = 1`, acting on a twice differentiable real
wave function. -/
def hamiltonian (g : ℝ) (ψ : ℝ → ℝ) (x : ℝ) : ℝ :=
  -(1 / 2) * deriv (deriv ψ) x + g * x ^ 4 * ψ x
```

The trial function is left unnormalised and is centred at the origin. Its width is the only parameter.

```lean
/-- The Gaussian trial function `exp(-a x²)`. -/
def trial (a x : ℝ) : ℝ := Real.exp (-a * x ^ 2)
```

Because ψ is not normalised, the energy is the Rayleigh quotient

E = ∫ ψ (Hψ) dx / ∫ ψ² dx,

with both integrals over the whole line. No complex conjugate is needed for real ψ.

```lean
/-- The Rayleigh quotient `⟨ψ|H|ψ⟩ / ⟨ψ|ψ⟩` of a real wave function, meant for twice continuously
differentiable, square-integrable `ψ` of nonzero norm with `ψ · Hψ` integrable. -/
def energy (g : ℝ) (ψ : ℝ → ℝ) : ℝ :=
  (∫ x, ψ x * hamiltonian g ψ x) / ∫ x, ψ x ^ 2
```

## Gaussian moments by integration by parts

For b > 0 and n = 0, 1, 2, …, write

Mₙ = ∫ xⁿ exp(−b x²) dx.

The Gaussian decays faster than any power grows, so every such integral converges. In Lean this is a Mathlib result for real powers, specialised to natural exponents.

```lean
/-- Every power of `x` is integrable against a Gaussian `exp(-b x²)` with `b > 0`. -/
theorem integrable_moment {b : ℝ} (hb : 0 < b) (n : ℕ) :
    Integrable (fun x : ℝ => x ^ n * Real.exp (-b * x ^ 2)) := by
  have hn : (-1 : ℝ) < (n : ℝ) := by
    have : (0 : ℝ) ≤ n := n.cast_nonneg
    linarith
  simpa only [Real.rpow_natCast] using integrable_rpow_mul_exp_neg_mul_sq hb hn
```

To relate the moments, differentiate

d/dx [xⁿ⁺¹ exp(−b x²)] = (n + 1) xⁿ exp(−b x²) − 2b xⁿ⁺² exp(−b x²).

The function in brackets vanishes at both ends of the line, so the integral of the right-hand side is zero:

Mₙ₊₂ = (n + 1)/(2b) · Mₙ.

In the proof, `hd` is the derivative and `h0` the vanishing integral. The Mathlib lemma behind `h0` asks for integrability of the function and of its derivative, which the previous theorem supplies.

```lean
/-- Recursion for Gaussian moments with `b > 0`: the moment of order `n + 2` is
`(n + 1)/(2b)` times the moment of order `n`. -/
theorem moment_recursion {b : ℝ} (hb : 0 < b) (n : ℕ) :
    ∫ x : ℝ, x ^ (n + 2) * Real.exp (-b * x ^ 2) =
      ((n : ℝ) + 1) / (2 * b) * ∫ x : ℝ, x ^ n * Real.exp (-b * x ^ 2) := by
  have hd : ∀ x : ℝ, HasDerivAt (fun y : ℝ => y ^ (n + 1) * Real.exp (-b * y ^ 2))
      (((n : ℝ) + 1) * (x ^ n * Real.exp (-b * x ^ 2))
        - 2 * b * (x ^ (n + 2) * Real.exp (-b * x ^ 2))) x := by
    intro x
    have h1 : HasDerivAt (fun y : ℝ => -b * y ^ 2) (-b * (2 * x)) x :=
      ((hasDerivAt_pow 2 x).const_mul (-b)).congr_deriv (by simp)
    refine ((hasDerivAt_pow (n + 1) x).fun_mul h1.exp).congr_deriv ?_
    rw [Nat.add_sub_cancel]
    push_cast
    ring
  have i0 := (integrable_moment hb n).const_mul ((n : ℝ) + 1)
  have i2 := (integrable_moment hb (n + 2)).const_mul (2 * b)
  -- the integral of a total derivative vanishes
  have h0 : ∫ x : ℝ, (((n : ℝ) + 1) * (x ^ n * Real.exp (-b * x ^ 2))
      - 2 * b * (x ^ (n + 2) * Real.exp (-b * x ^ 2))) = 0 :=
    integral_eq_zero_of_hasDerivAt_of_integrable hd (i0.sub i2) (integrable_moment hb (n + 1))
  rw [integral_sub i0 i2, integral_const_mul, integral_const_mul] at h0
  rw [div_mul_eq_mul_div, eq_div_iff (by positivity)]
  linear_combination -h0
```

## Applying H to the Gaussian

Two differentiations give

ψ′ = −2a x ψ,
ψ″ = (−2a + 4a² x²) ψ,

and therefore

Hψ = (a − 2a² x² + g x⁴) ψ.

The steps `h1` and `h3` are these two derivatives.

```lean
/-- The Hamiltonian multiplies the Gaussian trial function by `a - 2a²x² + g x⁴`. -/
theorem hamiltonian_trial (g a x : ℝ) :
    hamiltonian g (trial a) x = (a - 2 * a ^ 2 * x ^ 2 + g * x ^ 4) * trial a x := by
  have h1 : ∀ y : ℝ, HasDerivAt (trial a) (-2 * a * y * trial a y) y := by
    intro y
    have h : HasDerivAt (fun z : ℝ => -a * z ^ 2) (-a * (2 * y)) y :=
      ((hasDerivAt_pow 2 y).const_mul (-a)).congr_deriv (by simp)
    exact h.exp.congr_deriv (by simp only [trial]; ring)
  have h2 : deriv (trial a) = fun y => -2 * a * y * trial a y :=
    funext fun y => (h1 y).deriv
  have h3 : HasDerivAt (fun y => -2 * a * y * trial a y)
      ((-2 * a + 4 * a ^ 2 * x ^ 2) * trial a x) x :=
    (((hasDerivAt_id' x).const_mul (-2 * a)).fun_mul (h1 x)).congr_deriv (by ring)
  rw [hamiltonian, h2, h3.deriv]
  ring
```

The energy integrals contain ψ² = exp(−2a x²), a Gaussian with b = 2a. The factor `x ^ 0` in the Lean statement puts it in the form of the zeroth moment.

```lean
/-- The square of the trial function is a Gaussian of exponent `2a`. -/
theorem trial_sq (a x : ℝ) : trial a x ^ 2 = x ^ 0 * Real.exp (-(2 * a) * x ^ 2) := by
  simp only [trial, pow_zero, one_mul]
  rw [← Real.exp_nat_mul]
  congr 1
  push_cast
  ring
```

The numerator of E is thus a combination of M₀, M₂ and M₄ at b = 2a, and the denominator is

M₀ = √(π/(2a)) > 0.

The next theorem records that both integrands are integrable and that the norm is positive. This matters because Lean assigns the value 0 to a divergent integral and to division by zero; neither occurs here.

```lean
/-- For `a > 0` the energy integrand and the density of the trial function are integrable,
and its squared norm is positive. -/
theorem trial_admissible (g : ℝ) {a : ℝ} (ha : 0 < a) :
    Integrable (fun x => trial a x * hamiltonian g (trial a) x) ∧
      Integrable (fun x => trial a x ^ 2) ∧ 0 < ∫ x, trial a x ^ 2 := by
  have ib := integrable_moment (b := 2 * a) (by positivity)
  refine ⟨?_, ?_, ?_⟩
  · refine ((((ib 0).const_mul a).sub ((ib 2).const_mul (2 * a ^ 2))).add
      ((ib 4).const_mul g)).congr (Filter.Eventually.of_forall fun x => ?_)
    simp only [Pi.add_apply, Pi.sub_apply]
    rw [hamiltonian_trial]
    linear_combination -(a - 2 * a ^ 2 * x ^ 2 + g * x ^ 4) * trial_sq a x
  · simpa only [trial_sq] using ib 0
  · simp only [trial_sq, pow_zero, one_mul]
    rw [integral_gaussian]
    positivity
```

## The energy as a function of the exponent

With b = 2a, the recursion at n = 0 and n = 2 gives

M₂ = M₀/(4a),
M₄ = 3M₂/(4a) = 3M₀/(16a²).

Substituting these into the quotient, M₀ cancels:

E(a) = (a M₀ − 2a² M₂ + g M₄)/M₀
  = a − a/2 + 3g/(16a²)
  = a/2 + 3g/(16a²).

The first term is the kinetic energy, which favours a broad Gaussian; the second is the potential energy, which for g > 0 favours a narrow one.

In the proof, `hnum` expands the numerator into moments, linearity splits the integral, and `key` is the algebra above with `J` standing for M₀. The formula itself holds for every real g.

```lean
/-- For `a > 0` the energy of the Gaussian trial function is `a/2 + 3g/(16a²)`. -/
theorem energy_trial (g : ℝ) {a : ℝ} (ha : 0 < a) :
    energy g (trial a) = a / 2 + 3 * g / (16 * a ^ 2) := by
  have hb : 0 < 2 * a := by positivity
  have i0 := (integrable_moment hb 0).const_mul a
  have i2 := (integrable_moment hb 2).const_mul (2 * a ^ 2)
  have i4 := (integrable_moment hb 4).const_mul g
  have i02 : Integrable (fun x : ℝ => a * (x ^ 0 * Real.exp (-(2 * a) * x ^ 2))
      - 2 * a ^ 2 * (x ^ 2 * Real.exp (-(2 * a) * x ^ 2))) := i0.sub i2
  have hnum : ∀ x, trial a x * hamiltonian g (trial a) x =
      a * (x ^ 0 * Real.exp (-(2 * a) * x ^ 2))
      - 2 * a ^ 2 * (x ^ 2 * Real.exp (-(2 * a) * x ^ 2))
      + g * (x ^ 4 * Real.exp (-(2 * a) * x ^ 2)) := by
    intro x
    rw [hamiltonian_trial]
    linear_combination (a - 2 * a ^ 2 * x ^ 2 + g * x ^ 4) * trial_sq a x
  -- second and fourth moments from the recursion
  have m2 := moment_recursion hb 0
  have m4 := moment_recursion hb 2
  norm_num only [Nat.cast_zero, Nat.cast_ofNat] at m2 m4
  have hJ := (trial_admissible g ha).2.2
  simp only [trial_sq] at hJ
  have key : ∀ J M₂ M₄ : ℝ, 0 < J → M₂ = 1 / (2 * (2 * a)) * J →
      M₄ = 3 / (2 * (2 * a)) * M₂ →
      (a * J - 2 * a ^ 2 * M₂ + g * M₄) / J = a / 2 + 3 * g / (16 * a ^ 2) := by
    intro J M₂ M₄ hJ h2 h4
    rw [h4, h2]
    field_simp
    ring
  simp only [energy, hnum, trial_sq]
  rw [integral_add i02 i4, integral_sub i0 i2, integral_const_mul, integral_const_mul,
    integral_const_mul]
  refine key _ _ _ hJ ((moment_recursion hb 0).trans ?_) ((moment_recursion hb 2).trans ?_)
  · norm_num
  · norm_num
```

## The minimum from an exact factorisation

Setting the derivative of E to zero gives

1/2 − 3g/(8a³) = 0, that is, a³ = 3g/4.

To see that this point is the global minimum, let b now denote the real number with b³ = 3g/4. Then 3g/(16a²) = b³/(4a²), and

E(a) − 3b/4 = (2a³ − 3a² b + b³)/(4a²)
  = (a − b)² (2a + b)/(4a²).

Lean checks this identity by replacing g with 4b³/3 and clearing denominators.

```lean
/-- If `b³ = 3g/4` and `a > 0`, the trial energy minus `3b/4` equals `(a - b)²(2a + b)/(4a²)`. -/
theorem energy_gap {g a b : ℝ} (ha : 0 < a) (hb : b ^ 3 = 3 * g / 4) :
    energy g (trial a) - 3 / 4 * b = (a - b) ^ 2 * (2 * a + b) / (4 * a ^ 2) := by
  have hg : g = 4 * b ^ 3 / 3 := by linarith
  rw [energy_trial g ha, hg]
  field_simp
  ring
```

For g > 0 we have b = (3g/4)^(1/3) > 0. Every factor on the right is then non-negative, and the product vanishes only at a = b. Hence

min E = (3/4) (3g/4)^(1/3), attained exactly when a³ = 3g/4.

Positivity of g is needed: at g = 0 the energy is a/2, which has no least value over a > 0.

In the Lean statement, `Set.Ioi 0` is the set of exponents a > 0, and the image under `fun a => energy g (trial a)` is the set of energies they produce. `IsLeast` says that the stated number belongs to this set and is a lower bound for it. The second part says that a positive exponent reaches this energy if and only if its cube is 3g/4.

The proof follows the sign argument. In `hiff`, a ≠ b makes the gap strictly positive, while equal cubes of positive numbers force a = b. The closing lines obtain the lower bound from the non-negative gap.

```lean
/-- For `g > 0` the least energy over all Gaussians with `a > 0` is `(3/4)(3g/4)^(1/3)`,
and among these it is attained exactly when `a³ = 3g/4`. -/
theorem optimal_energy {g : ℝ} (hg : 0 < g) :
    IsLeast ((fun a => energy g (trial a)) '' Set.Ioi 0)
        (3 / 4 * (3 * g / 4) ^ (1 / 3 : ℝ)) ∧
      ∀ a : ℝ, 0 < a →
        (energy g (trial a) = 3 / 4 * (3 * g / 4) ^ (1 / 3 : ℝ) ↔ a ^ 3 = 3 * g / 4) := by
  obtain ⟨b, hb⟩ : ∃ b : ℝ, b = (3 * g / 4) ^ (1 / 3 : ℝ) := ⟨_, rfl⟩
  have hb0 : 0 < b := by rw [hb]; positivity
  have hb3 : b ^ 3 = 3 * g / 4 := by
    rw [hb, ← Real.rpow_natCast, ← Real.rpow_mul (by positivity)]
    norm_num
  rw [← hb]
  have hiff : ∀ a : ℝ, 0 < a → (energy g (trial a) = 3 / 4 * b ↔ a ^ 3 = 3 * g / 4) := by
    intro a ha
    have hgap := energy_gap ha hb3
    constructor
    · intro h
      by_contra hne
      have hs : a - b ≠ 0 := fun h0 => hne (by rw [sub_eq_zero.1 h0, hb3])
      have h2 : 0 < (a - b) ^ 2 :=
        lt_of_le_of_ne (sq_nonneg _) (Ne.symm (pow_ne_zero 2 hs))
      have h3 : 0 < (a - b) ^ 2 * (2 * a + b) / (4 * a ^ 2) :=
        div_pos (mul_pos h2 (by linarith)) (by positivity)
      linarith
    · intro h
      have hab : a = b :=
        (pow_left_inj₀ ha.le hb0.le (by norm_num : 3 ≠ 0)).1 (h.trans hb3.symm)
      have hz : (a - b) ^ 2 * (2 * a + b) / (4 * a ^ 2) = 0 := by simp [hab]
      linarith
  refine ⟨⟨⟨b, hb0, (hiff b hb0).2 hb3⟩, ?_⟩, hiff⟩
  -- the gap is never negative
  rintro _ ⟨a, ha, rfl⟩
  have ha' : 0 < a := ha
  have hgap := energy_gap ha' hb3
  have hpos : 0 ≤ (a - b) ^ 2 * (2 * a + b) / (4 * a ^ 2) := by positivity
  change 3 / 4 * b ≤ energy g (trial a)
  linarith
```

## Unit coupling

At g = 1 the two factors combine:

(3/4) · (3/4)^(1/3) = (3/4)^(4/3) ≈ 0.681,

and the optimal exponent is a = (3/4)^(1/3) ≈ 0.909. The Lean proof specialises the previous theorem and adds the exponents, 1 + 1/3 = 4/3.

```lean
/-- For `p²/2 + x⁴` the least energy over all Gaussians `exp(-a x²)` with `a > 0` is
`(3/4)^(4/3)`, and among these it is attained exactly when `a³ = 3/4`. -/
theorem optimal_energy_unit_coupling :
    IsLeast ((fun a => energy 1 (trial a)) '' Set.Ioi 0) ((3 / 4 : ℝ) ^ (4 / 3 : ℝ)) ∧
      ∀ a : ℝ, 0 < a →
        (energy 1 (trial a) = (3 / 4 : ℝ) ^ (4 / 3 : ℝ) ↔ a ^ 3 = 3 / 4) := by
  have h := optimal_energy (g := 1) (by norm_num)
  have e : (3 / 4 : ℝ) * (3 / 4 : ℝ) ^ (1 / 3 : ℝ) = (3 / 4 : ℝ) ^ (4 / 3 : ℝ) := by
    rw [show (4 / 3 : ℝ) = 1 + 1 / 3 by norm_num, Real.rpow_add (by norm_num), Real.rpow_one]
  simp only [mul_one, e] at h
  exact h

end

end QuarticOscillatorGaussian
```

```lean
#print axioms QuarticOscillatorGaussian.optimal_energy_unit_coupling
```

```
'QuarticOscillatorGaussian.optimal_energy_unit_coupling' depends on axioms: [propext, Classical.choice, Quot.sound]
```

For this one-particle, one-parameter model, the result gives a closed-form reference against which a numerical exponent optimisation can be compared. The minimum is taken over centred Gaussians only; reading it as an upper bound on the true ground-state energy uses the Rayleigh–Ritz principle, which is an additional input here.
